# Restricted mean-field impurity occupation per spin: uniqueness and the error/U bound for a continuous, nonincreasing filling function

An impurity level energy taken from a fit or an earlier calculation carries an error, and without a bound on the response a small error can ruin the computed occupation. A narrow non-interacting level near the Fermi energy goes from nearly full to nearly empty over a tiny shift. A self-consistency equation with several solutions can even return different occupations for the same input.

Restricted mean field with a repulsion $U>0$ limits the first effect and excludes the second, provided that the filling is a continuous, nonincreasing function of the level position. Each level energy then has exactly one occupation per spin, and an error $\delta$ in the energy changes it by at most $|\delta|/U$. The total over both spins changes by at most twice that.

## A level pushed up by its own filling

Let $F(x)\in[0,1]$ be the occupation per spin of a non-interacting impurity level at energy $x$, with bath, temperature and Fermi energy held fixed. In the Anderson impurity model, mean field replaces the repulsion between opposite spins by a shift of the level. The restricted version gives both spins the same occupation $n$, so a bare level at $e$ sits at the effective energy $e+Un$, and

$$n=F(e+Un).$$

For a single impurity level in this approximation, the bound turns an uncertainty in $e$ into an uncertainty in the occupation. With $U=4$ eV, an error of 0.1 eV changes $n$ by at most 0.025.

## The statement in Lean's terms

`IsSelfConsistent F U e n` is the equation above, as a relation between real numbers. The main theorem, `restricted_mean_field`, assumes that $F$ is continuous, nonincreasing (`Antitone F`) and has values in $[0,1]$, and that $U>0$. It concludes two things:

- For every `e` there is exactly one real `n` that satisfies the relation (`∃!`).
- Any solutions `n` at `e` and `n'` at `e'` obey $|n-n'|\le|e-e'|/U$.

Both energies share the same $F$ and $U$, so errors in the bath or in $U$ are a separate matter. The theorem compares mean-field solutions with each other, not with the exact impurity occupation, and it does not say whether iterating the equation converges.

Monotonicity and the range $[0,1]$ alone do not ensure a solution. An isolated level at zero temperature, with $F=1$ for $x\le0$ and $F=0$ for $x>0$, has none at $e=-U/2$: $n=1$ puts the effective level at $U/2$, where it is empty, and $n=0$ puts it at $-U/2$, where it is full.

## Effective levels keep their order

Let $n$ and $n'$ be solutions at $e\le e'$, and write $x=e+Un$ and $x'=e'+Un'$. Suppose that $x>x'$. Since $F$ is nonincreasing, $n=F(x)\le F(x')=n'$, and therefore $x=e+Un\le e'+Un'=x'$, a contradiction. Hence $x\le x'$, and applying $F$ gives $n'\le n$.

**Existence.** The continuous function $g(m)=m-F(e+Um)$ satisfies $g(0)=-F(e)\le0$ and $g(1)=1-F(e+U)\ge0$, so it vanishes somewhere in $[0,1]$.

**Uniqueness.** For two solutions at the same $e$, the ordering applies in both directions, so each is at most the other.

**The bound.** For $e\le e'$, the inequality $x\le x'$ rearranges to
$$0\le U(n-n')\le e'-e.$$
Division by $U$ gives the result, and the case $e'\le e$ follows by exchanging the two. If $e\ne e'$ the bound is strict, because $x=x'$ would give $n=n'$ and then $e=e'$.

**A smoother filling.** Suppose also that $F(x)-F(y)\le K(y-x)$ whenever $x\le y$, with $K\ge0$. The constant $K$ caps how sharply the non-interacting occupation reacts to a level shift. Then, for $e\le e'$,
$$n-n'\le K(x'-x)=K(e'-e)-KU(n-n'),$$
so $n-n'\le\dfrac{K}{1+KU}(e'-e)$. For $K>0$, the repulsion lowers the bound on the slope from $K$ to $K/(1+KU)$.

## The Lorentzian level

For a level of half-width $\Gamma>0$ at zero temperature, with the Fermi energy at zero, `levelOccupation` is the integrated spectral density:

$$F(x)=\int_{-\infty}^0\frac{\Gamma}{\pi\,((\omega-x)^2+\Gamma^2)}\,d\omega
=\left[\frac1\pi\arctan\frac{\omega-x}{\Gamma}\right]_{-\infty}^{0}
=\frac12-\frac1\pi\arctan\frac{x}{\Gamma}.$$

This is continuous, nonincreasing and within $[0,1]$. The function $t-\arctan t$ has derivative $t^2/(1+t^2)\ge0$, so for $x\le y$
$$F(x)-F(y)=\frac1\pi\left(\arctan\frac y\Gamma-\arctan\frac x\Gamma\right)\le\frac{y-x}{\pi\Gamma}.$$

Thus $K=1/(\pi\Gamma)$, the peak height of the spectral density, and the response bound becomes $|e-e'|/(\pi\Gamma+U)$. The Lorentzian form idealises the bath as a wide, featureless band.

Narrow levels show that $1/U$ is the best constant for all $F$ together. Since $F(-\Gamma)=3/4$ and $F(\Gamma)=1/4$, the bare energies $e=-\Gamma-3U/4$ and $e'=\Gamma-U/4$ have solutions $n=3/4$ and $n'=1/4$. Their response ratio is

$$\frac{|n-n'|}{|e-e'|}=\frac{1/2}{2\Gamma+U/2}=\frac1{4\Gamma+U},$$

which exceeds any given $c<1/U$ once $\Gamma$ is small enough.

## Separate occupations for the two spins

The self-consistency condition could have been a relation on a pair of occupations, $n_\uparrow=F(e+Un_\downarrow)$ and $n_\downarrow=F(e+Un_\uparrow)$. This unrestricted version admits a local moment, and uniqueness can then fail. For the Lorentzian level at $e=-U/2$, setting $n_\uparrow=\tfrac12+m$ and $n_\downarrow=\tfrac12-m$ reduces both equations to $\pi m=\arctan(Um/\Gamma)$, which has nonzero solutions when $U>\pi\Gamma$. Two different values of $n_\uparrow$ at one energy also rule out a bound of the form $|e-e'|/U$ between arbitrary solutions.

## The complete file

```lean
import Mathlib

open Set Filter MeasureTheory
open scoped Real Topology

namespace AndersonMeanField

noncomputable section

/-- The restricted mean-field condition `n = F (e + U n)`: the occupation `n` per spin is that of
a level at `e` shifted by the repulsion `U n` from the opposite spin. -/
def IsSelfConsistent (F : ℝ → ℝ) (U e n : ℝ) : Prop := n = F (e + U * n)

/-- For a nonincreasing `F` and `U ≥ 0`, raising the bare level neither raises the self-consistent
occupation nor lowers the effective level `e + U n`. -/
theorem response_ordered {F : ℝ → ℝ} {U e e' n n' : ℝ} (hF : Antitone F) (hU : 0 ≤ U)
    (hn : IsSelfConsistent F U e n) (hn' : IsSelfConsistent F U e' n') (h : e ≤ e') :
    n' ≤ n ∧ e + U * n ≤ e' + U * n' := by
  have h1 : n = F (e + U * n) := hn
  have h2 : n' = F (e' + U * n') := hn'
  have hx : e + U * n ≤ e' + U * n' := by
    by_contra hlt
    have h3 := hF (le_of_not_ge hlt)
    rw [← h1, ← h2] at h3
    have h4 := mul_le_mul_of_nonneg_left h3 hU
    exact hlt (by linarith)
  have h3 := hF hx
  rw [← h1, ← h2] at h3
  exact ⟨h3, hx⟩

/-- For a continuous, nonincreasing `F` with values in `[0,1]` and `U > 0`, each level energy has
exactly one self-consistent occupation, and two level energies `e`, `e'` give occupations that
differ by at most `|e - e'| / U`. -/
theorem restricted_mean_field {F : ℝ → ℝ} {U : ℝ} (hc : Continuous F) (hF : Antitone F)
    (h01 : ∀ x, F x ∈ Icc (0 : ℝ) 1) (hU : 0 < U) :
    (∀ e, ∃! n, IsSelfConsistent F U e n) ∧
      ∀ e e' n n', IsSelfConsistent F U e n → IsSelfConsistent F U e' n' →
        |n - n'| ≤ |e - e'| / U := by
  constructor
  · intro e
    -- the mismatch `m - F (e + U m)` is at most 0 at `m = 0` and at least 0 at `m = 1`
    have hg : Continuous (fun m : ℝ => m - F (e + U * m)) :=
      continuous_id.sub (hc.comp (continuous_const.add (continuous_const.mul continuous_id)))
    have h0 : (0 : ℝ) - F (e + U * 0) ≤ 0 := by linarith [(h01 (e + U * 0)).1]
    have h1 : 0 ≤ (1 : ℝ) - F (e + U * 1) := by linarith [(h01 (e + U * 1)).2]
    obtain ⟨m, _, hm⟩ := intermediate_value_Icc (zero_le_one' ℝ) hg.continuousOn ⟨h0, h1⟩
    have hs : IsSelfConsistent F U e m := sub_eq_zero.1 hm
    exact ⟨m, hs, fun k hk => le_antisymm
      (response_ordered hF hU.le hs hk le_rfl).1 (response_ordered hF hU.le hk hs le_rfl).1⟩
  · intro e e' n n' hn hn'
    rw [le_div_iff₀ hU]
    rcases le_total e e' with h | h
    · obtain ⟨h1, h2⟩ := response_ordered hF hU.le hn hn' h
      rw [abs_of_nonneg (sub_nonneg.2 h1), abs_of_nonpos (sub_nonpos.2 h)]
      linarith
    · obtain ⟨h1, h2⟩ := response_ordered hF hU.le hn' hn h
      rw [abs_of_nonpos (sub_nonpos.2 h1), abs_of_nonneg (sub_nonneg.2 h)]
      linarith

/-- For a nonincreasing `F` and `U > 0`, self-consistent occupations at two distinct level energies
differ by strictly less than `|e - e'| / U`. -/
theorem response_strict {F : ℝ → ℝ} {U e e' n n' : ℝ} (hF : Antitone F) (hU : 0 < U)
    (hn : IsSelfConsistent F U e n) (hn' : IsSelfConsistent F U e' n') (hne : e ≠ e') :
    |n - n'| < |e - e'| / U := by
  -- equal effective levels would mean equal occupations, hence equal bare levels
  have hx : e + U * n ≠ e' + U * n' := by
    intro hx
    have h : n = n' := Eq.trans hn (Eq.trans (congrArg F hx) (Eq.symm hn'))
    rw [h] at hx
    exact hne (by linarith)
  rw [lt_div_iff₀ hU]
  rcases le_total e e' with h | h
  · obtain ⟨h1, h2⟩ := response_ordered hF hU.le hn hn' h
    have h3 := lt_of_le_of_ne h2 hx
    rw [abs_of_nonneg (sub_nonneg.2 h1), abs_of_nonpos (sub_nonpos.2 h)]
    linarith
  · obtain ⟨h1, h2⟩ := response_ordered hF hU.le hn' hn h
    have h3 := lt_of_le_of_ne h2 hx.symm
    rw [abs_of_nonpos (sub_nonpos.2 h1), abs_of_nonneg (sub_nonneg.2 h)]
    linarith

/-- If `F` is nonincreasing and falls with slope at most `K ≥ 0`, and `U ≥ 0`, the self-consistent
occupation responds to a level shift with slope at most `K / (1 + K U)`. -/
theorem response_screened {F : ℝ → ℝ} {U K e e' n n' : ℝ} (hF : Antitone F) (hU : 0 ≤ U)
    (hK : 0 ≤ K) (hs : ∀ x y, x ≤ y → F x - F y ≤ K * (y - x))
    (hn : IsSelfConsistent F U e n) (hn' : IsSelfConsistent F U e' n') :
    |n - n'| ≤ K / (1 + K * U) * |e - e'| := by
  have hpos : 0 < 1 + K * U := by positivity
  have h1 : n = F (e + U * n) := hn
  have h2 : n' = F (e' + U * n') := hn'
  rw [div_mul_eq_mul_div, le_div_iff₀ hpos]
  rcases le_total e e' with h | h
  · obtain ⟨h3, h4⟩ := response_ordered hF hU hn hn' h
    have h5 := hs _ _ h4
    rw [← h1, ← h2] at h5
    rw [abs_of_nonneg (sub_nonneg.2 h3), abs_of_nonpos (sub_nonpos.2 h)]
    linarith
  · obtain ⟨h3, h4⟩ := response_ordered hF hU hn' hn h
    have h5 := hs _ _ h4
    rw [← h1, ← h2] at h5
    rw [abs_of_nonpos (sub_nonpos.2 h3), abs_of_nonneg (sub_nonneg.2 h)]
    linarith

/-- Zero-temperature occupation of a Lorentzian level at `x` with half-width `Γ > 0`: its spectral
density integrated up to the Fermi energy, which is set to zero. -/
def levelOccupation (Γ x : ℝ) : ℝ := ∫ ω in Iic (0 : ℝ), Γ / (π * ((ω - x) ^ 2 + Γ ^ 2))

/-- For `Γ > 0` the occupation of the Lorentzian level is `1/2 - arctan (x / Γ) / π`. -/
theorem levelOccupation_eq {Γ : ℝ} (hΓ : 0 < Γ) (x : ℝ) :
    levelOccupation Γ x = 1 / 2 - Real.arctan (x / Γ) / π := by
  have hπ := Real.pi_pos
  have hG : Γ ^ 2 ≠ 0 := by positivity
  have hD : ∀ ω : ℝ, (ω - x) ^ 2 + Γ ^ 2 ≠ 0 := fun ω => by positivity
  have he : ∀ ω : ℝ, 1 + ((ω - x) / Γ) ^ 2 = ((ω - x) ^ 2 + Γ ^ 2) / Γ ^ 2 := fun ω => by
    rw [eq_div_iff hG, add_mul, div_pow, div_mul_cancel₀ _ hG]
    ring
  -- the arctangent is a primitive of the spectral density
  have hd : ∀ ω ∈ Iic (0 : ℝ), HasDerivAt (fun ω => Real.arctan ((ω - x) / Γ) / π)
      (Γ / (π * ((ω - x) ^ 2 + Γ ^ 2))) ω := by
    intro ω _
    have h := ((((hasDerivAt_id' ω).sub_const x).div_const Γ).arctan).div_const π
    refine h.congr_deriv ?_
    have := hD ω
    rw [he ω]
    field_simp
  have hi : Integrable (fun ω : ℝ => Γ / (π * ((ω - x) ^ 2 + Γ ^ 2))) := by
    have h := ((integrable_inv_one_add_sq.comp_div hΓ.ne').comp_sub_right x).const_mul
      (1 / (π * Γ))
    refine h.congr (Eventually.of_forall fun ω => ?_)
    change 1 / (π * Γ) * (1 + ((ω - x) / Γ) ^ 2)⁻¹ = Γ / (π * ((ω - x) ^ 2 + Γ ^ 2))
    have := hD ω
    rw [he ω]
    field_simp
  have h1 : Tendsto (fun ω : ℝ => ω - x) atBot atBot := by
    simpa only [sub_eq_add_neg, id] using
      tendsto_atBot_add_const_right atBot (-x) (tendsto_id : Tendsto (id : ℝ → ℝ) atBot atBot)
  have ht : Tendsto (fun ω => Real.arctan ((ω - x) / Γ) / π) atBot (𝓝 (-(π / 2) / π)) :=
    ((Real.tendsto_arctan_atBot.mono_right nhdsWithin_le_nhds).comp
      (h1.atBot_div_const hΓ)).div_const π
  unfold levelOccupation
  refine (integral_Iic_of_hasDerivAt_of_tendsto' hd hi.integrableOn ht).trans ?_
  have h3 : (0 - x) / Γ = -(x / Γ) := by ring
  have h4 : -(π / 2) / π = -(1 / 2) := by field_simp
  simp only [h3, Real.arctan_neg, h4]
  ring

/-- For `Γ > 0` the occupation of the Lorentzian level is continuous and nonincreasing in the level
position, has values in `[0,1]`, and falls with slope at most `1 / (π Γ)`. -/
theorem levelOccupation_admissible {Γ : ℝ} (hΓ : 0 < Γ) :
    Continuous (levelOccupation Γ) ∧ Antitone (levelOccupation Γ) ∧
      (∀ x, levelOccupation Γ x ∈ Icc (0 : ℝ) 1) ∧
      ∀ x y, x ≤ y → levelOccupation Γ x - levelOccupation Γ y ≤ 1 / (π * Γ) * (y - x) := by
  have hπ := Real.pi_pos
  refine ⟨?_, ?_, ?_, ?_⟩
  · rw [funext (levelOccupation_eq hΓ)]
    exact continuous_const.sub
      ((Real.continuous_arctan.comp (continuous_id.div_const Γ)).div_const π)
  · intro x y h
    have h1 : x / Γ ≤ y / Γ := div_le_div_of_nonneg_right h hΓ.le
    have h2 := div_le_div_of_nonneg_right (Real.arctan_strictMono.monotone h1) hπ.le
    rw [levelOccupation_eq hΓ, levelOccupation_eq hΓ]
    linarith
  · intro x
    have h1 : Real.arctan (x / Γ) / π ≤ 1 / 2 := by
      rw [div_le_iff₀ hπ]
      linarith [Real.arctan_lt_pi_div_two (x / Γ)]
    have h2 : -(1 / 2) ≤ Real.arctan (x / Γ) / π := by
      rw [le_div_iff₀ hπ]
      linarith [Real.neg_pi_div_two_lt_arctan (x / Γ)]
    rw [levelOccupation_eq hΓ]
    exact ⟨by linarith, by linarith⟩
  · intro x y h
    -- `t - arctan t` is nondecreasing
    have hd : ∀ t : ℝ, HasDerivAt (fun t => t - Real.arctan t) (1 - 1 / (1 + t ^ 2)) t :=
      fun t => (hasDerivAt_id' t).fun_sub (Real.hasDerivAt_arctan t)
    have hm : Monotone (fun t : ℝ => t - Real.arctan t) :=
      monotone_of_deriv_nonneg (fun t => (hd t).differentiableAt) (fun t => by
        rw [(hd t).deriv, sub_nonneg, div_le_one (by positivity)]
        linarith [sq_nonneg t])
    have h1 : x / Γ - Real.arctan (x / Γ) ≤ y / Γ - Real.arctan (y / Γ) :=
      hm (div_le_div_of_nonneg_right h hΓ.le)
    rw [levelOccupation_eq hΓ, levelOccupation_eq hΓ]
    calc 1 / 2 - Real.arctan (x / Γ) / π - (1 / 2 - Real.arctan (y / Γ) / π)
        = (Real.arctan (y / Γ) - Real.arctan (x / Γ)) / π := by ring
      _ ≤ (y / Γ - x / Γ) / π := div_le_div_of_nonneg_right (by linarith) hπ.le
      _ = 1 / (π * Γ) * (y - x) := by field_simp

/-- For a Lorentzian level with `Γ > 0` and `U ≥ 0`, the self-consistent occupations at two level
energies differ by at most `|e - e'| / (π Γ + U)`. -/
theorem lorentzian_response {Γ U e e' n n' : ℝ} (hΓ : 0 < Γ) (hU : 0 ≤ U)
    (hn : IsSelfConsistent (levelOccupation Γ) U e n)
    (hn' : IsSelfConsistent (levelOccupation Γ) U e' n') :
    |n - n'| ≤ |e - e'| / (π * Γ + U) := by
  have hπ := Real.pi_pos
  obtain ⟨_, hF, _, hs⟩ := levelOccupation_admissible hΓ
  have h := response_screened hF hU (by positivity) hs hn hn'
  have hk : 1 / (π * Γ) / (1 + 1 / (π * Γ) * U) = 1 / (π * Γ + U) := by field_simp
  rwa [hk, one_div_mul_eq_div] at h

/-- For `U > 0` no constant `c < 1 / U` bounds the response of all Lorentzian levels: some width
`Γ > 0` and two level energies give self-consistent occupations that differ by more than
`c |e - e'|`. -/
theorem response_sharp {U c : ℝ} (hU : 0 < U) (hc : c < 1 / U) :
    ∃ Γ > 0, ∃ e e' n n', IsSelfConsistent (levelOccupation Γ) U e n ∧
      IsSelfConsistent (levelOccupation Γ) U e' n' ∧ c * |e - e'| < |n - n'| := by
  have hcU : c * U < 1 := (lt_div_iff₀ hU).1 hc
  have ha : 0 < (1 - c * U) / 8 := by linarith
  -- a sufficiently narrow level
  obtain ⟨Γ, hΓ, hcΓ⟩ : ∃ Γ : ℝ, 0 < Γ ∧ c * Γ ≤ (1 - c * U) / 8 := by
    have hp : 0 < |c| + 1 := by positivity
    refine ⟨(1 - c * U) / 8 / (|c| + 1), div_pos ha hp, ?_⟩
    rw [← mul_div_assoc, div_le_iff₀ hp]
    linarith [mul_nonneg ha.le (sub_nonneg.2 (le_abs_self c))]
  have h4 : π / 4 / π = 1 / 4 := by field_simp
  refine ⟨Γ, hΓ, -Γ - 3 * U / 4, Γ - U / 4, 3 / 4, 1 / 4, ?_, ?_, ?_⟩
  · unfold IsSelfConsistent
    rw [show -Γ - 3 * U / 4 + U * (3 / 4) = -Γ by ring, levelOccupation_eq hΓ, neg_div,
      div_self hΓ.ne', Real.arctan_neg, Real.arctan_one, neg_div, h4]
    norm_num
  · unfold IsSelfConsistent
    rw [show Γ - U / 4 + U * (1 / 4) = Γ by ring, levelOccupation_eq hΓ,
      div_self hΓ.ne', Real.arctan_one, h4]
    norm_num
  · rw [show -Γ - 3 * U / 4 - (Γ - U / 4) = -(2 * Γ + U / 2) by ring, abs_neg,
      abs_of_pos (show 0 < 2 * Γ + U / 2 by positivity),
      abs_of_pos (show (0 : ℝ) < 3 / 4 - 1 / 4 by norm_num)]
    linarith

end

end AndersonMeanField
```

```lean
#print axioms AndersonMeanField.restricted_mean_field
-- 'AndersonMeanField.restricted_mean_field' depends on axioms: [propext, Classical.choice, Quot.sound]
#print axioms AndersonMeanField.response_strict
-- 'AndersonMeanField.response_strict' depends on axioms: [propext, Classical.choice, Quot.sound]
#print axioms AndersonMeanField.lorentzian_response
-- 'AndersonMeanField.lorentzian_response' depends on axioms: [propext, Classical.choice, Quot.sound]
#print axioms AndersonMeanField.response_sharp
-- 'AndersonMeanField.response_sharp' depends on axioms: [propext, Classical.choice, Quot.sound]
```

## From the ordering to the Lean proofs

`response_ordered` is the ordering argument. Its `by_contra` assumes that the effective levels are reversed, `hF` turns this into an inequality between occupations, and multiplication by `U` gives the contradiction. It needs only $U\ge0$ and monotonicity.

In `restricted_mean_field`, `intermediate_value_Icc` finds the zero of $g$, and `le_antisymm` combines two uses of `response_ordered` into uniqueness. For the bound, `le_div_iff₀` clears the denominator, `le_total` splits on which energy is lower, and `linarith` does the rearrangement once the signs inside the absolute values are known.

`response_strict` first shows that distinct bare levels have distinct effective levels, then repeats the case split with a strict inequality. `response_screened` uses the same case split, with the slope hypothesis `hs` applied to the ordered effective levels.

`levelOccupation_eq` evaluates the integral. Here `hd` says that the arctangent is a primitive, `hi` that the density is integrable, and `ht` gives the limit at $-\infty$; `integral_Iic_of_hasDerivAt_of_tendsto'` combines them. `levelOccupation_admissible` then reads the four properties of $F$ off the formula, with `monotone_of_deriv_nonneg` handling $t-\arctan t$ for the slope. `lorentzian_response` inserts $K=1/(\pi\Gamma)$ into the screened bound and simplifies the constant.

`response_sharp` chooses $\Gamma$ so that $c\,\Gamma\le(1-cU)/8$. It then supplies the energies and occupations above, checks both self-consistency equations through the arctangent formula, and leaves the final comparison to `linarith`.
